# A strengthened Cauchy–Schwarz inequality bounds the eigenvalues of a block overlap matrix from below

Let $S=\begin{pmatrix}A&B\\ B^H&D\end{pmatrix}$ be a finite complex matrix whose diagonal blocks $A$, $D$ are positive definite with smallest eigenvalues $a$, $d$, where $H$ denotes the conjugate transpose. Suppose that, for some $g$ with $0\le g<1$,
$$|x^HBy|^2\le g^2\,(x^HAx)(y^HDy)\quad\text{for all column vectors }x,y .$$
Then $(1-g)\min(a,d)>0$, and every eigenvalue of $S$ is at least $(1-g)\min(a,d)$.

For normalised basis functions, small eigenvalues of the overlap matrix signal near linear dependence and make $S^{-1/2}$ large in symmetric orthogonalisation; for a finite basis split into two groups, with $g$ given, the bound separates dependence inside a group ($a$, $d$) from dependence between the groups ($g$).

## Two groups of basis functions and a chain of four steps

Take functions $\phi_i$ and $\chi_j$ with $A_{ik}=\langle\phi_i|\phi_k\rangle$, $B_{ij}=\langle\phi_i|\chi_j\rangle$, $D_{jl}=\langle\chi_j|\chi_l\rangle$. For $u=\sum_i x_i\phi_i$ and $w=\sum_j y_j\chi_j$ put
$$p=x^HAx=\langle u|u\rangle,\qquad q=y^HDy=\langle w|w\rangle,\qquad b=x^HBy=\langle u|w\rangle .$$
If $z=(x,y)\neq0$ satisfies $Sz=\mu z$ with real $\mu$, then
$$\mu\,z^Hz=z^HSz\overset{(1)}{=}p+q+2\operatorname{Re}b\overset{(2)}{\ge}(1-g)(p+q)\overset{(3)}{\ge}(1-g)(a\,x^Hx+d\,y^Hy)\overset{(4)}{\ge}(1-g)\min(a,d)\,z^Hz ,$$
and division by $z^Hz>0$ gives the bound. Step (4) uses $z^Hz=x^Hx+y^Hy$; the others are justified under the hypotheses that they need.

In Lean the groups are indexed by finite types `m` and `n`, and the whole basis by `m ⊕ n`; `Sum.elim x y` is the stacked vector $z$. The functions themselves do not appear: $A$, $B$, $D$ are arbitrary complex matrices, and $S$ is not assumed to be a Gram matrix. The expression `star x ⬝ᵥ B *ᵥ y` is $x^HBy$, conjugated in the left slot. `form M x` and `sqNorm x` are the real parts of $x^HMx$ and $x^Hx$, which discards nothing when $M$ is Hermitian. `eigs M` collects the real $\mu$ with a nonzero eigenvector; with Hermitian blocks $S$ is Hermitian, so these are all of its eigenvalues. `overlap` fixes the lower-left block to be $B^H$.

```lean
import Mathlib

open Matrix
open scoped ComplexOrder

namespace BlockOverlapBound

noncomputable section

variable {m n : Type*} [Fintype m] [Fintype n] [DecidableEq m] [DecidableEq n]

/-- The quadratic form `Re (xᴴ M x)` of a matrix on a coefficient vector. -/
def form (M : Matrix n n ℂ) (x : n → ℂ) : ℝ := (star x ⬝ᵥ M *ᵥ x).re

/-- The squared Euclidean length `xᴴ x` of a coefficient vector. -/
def sqNorm (x : n → ℂ) : ℝ := (star x ⬝ᵥ x).re

/-- The real eigenvalues of a matrix. -/
def eigs (M : Matrix n n ℂ) : Set ℝ := {μ | ∃ v, v ≠ 0 ∧ M *ᵥ v = (μ : ℂ) • v}

/-- The block matrix with diagonal blocks `A`, `D` and off-diagonal blocks `B`, `Bᴴ`. -/
def overlap (A : Matrix m m ℂ) (B : Matrix m n ℂ) (D : Matrix n n ℂ) :
    Matrix (m ⊕ n) (m ⊕ n) ℂ := fromBlocks A B Bᴴ D
```

The numerical counter-examples below are arithmetic done in the text and are not among the theorems; only the example in `sharp_witness` is.

## The two spans keep an angle: `StrongCS`

In terms of functions the condition reads $|\langle u|w\rangle|\le g\,\|u\|\,\|w\|$ for every $u$ in the first span and $w$ in the second. The ordinary Cauchy–Schwarz inequality gives this with $g=1$; a smaller $g$ bounds the cosine of the angle between the two spans. The constant is assumed, not computed from $B$. The condition enters at step (2), and in Lean as `h x y` inside `form_bounds`.

```lean
/-- Strengthened Cauchy-Schwarz inequality: `|xᴴ B y|² ≤ g² (xᴴ A x)(yᴴ D y)` for all `x, y`. -/
def StrongCS (A : Matrix m m ℂ) (B : Matrix m n ℂ) (D : Matrix n n ℂ) (g : ℝ) : Prop :=
  ∀ x y, ‖star x ⬝ᵥ B *ᵥ y‖ ^ 2 ≤ g ^ 2 * (form A x * form D y)
```

Without it $B$ is unconstrained. For $1\times1$ blocks $A=D=1$, $B=1$ and $g=\tfrac12$, the claimed bound is $\tfrac12$, while $S$ has eigenvalues $0$ and $2$: the two functions coincide.

## Each group is linearly independent: `A.PosDef`, `D.PosDef`

Positive definiteness says that no nonzero combination within a group has zero norm; `PosDef` includes Hermiticity. The derivation uses it three times. Hermiticity gives step (3), $p,q\ge0$ is needed in step (2), and strictness gives $a,d>0$: for an eigenvector $v\ne0$ with $Av=av$, $0<v^HAv=a\,v^Hv$. The main proof draws correspondingly on `hA.isHermitian`, `hA.posSemidef` and `hA.dotProduct_mulVec_pos`. The lemma `form_nonneg` supplies $p,q\ge0$, and `sqNorm_pos`, the positive definiteness of the unit matrix, permits the divisions by $v^Hv$ and $z^Hz$.

```lean
omit [DecidableEq n] in
/-- The quadratic form of a positive semidefinite matrix is nonnegative. -/
theorem form_nonneg {M : Matrix n n ℂ} (hM : M.PosSemidef) (x : n → ℂ) : 0 ≤ form M x :=
  (Complex.le_def.mp (hM.dotProduct_mulVec_nonneg x)).1

/-- A nonzero coefficient vector has positive squared length. -/
theorem sqNorm_pos {x : n → ℂ} (hx : x ≠ 0) : 0 < sqNorm x := by
  have h := (PosDef.one : (1 : Matrix n n ℂ).PosDef).dotProduct_mulVec_pos hx
  rw [one_mulVec] at h
  exact (Complex.lt_def.mp h).1
```

With semidefinite blocks the bound can be zero: $A=0$, $D=1$, $B=0$ gives $\min(a,d)=0$ and a singular $S$. With negative blocks, which no overlap matrix of actual functions has, the inequality itself can fail. For $A=D=-1$ and $B=g=\tfrac12$ the product $pq$ is still nonnegative and `StrongCS` holds with equality, but $S$ has the eigenvalue $-\tfrac32$, below $(1-g)\min(a,d)=-\tfrac12$.

## The numbers $a$ and $d$ are the lowest eigenvalues: `IsLeast`

The number $a$ is the smallest squared norm $\langle u|u\rangle$ reached with $x^Hx=1$, so for normalised basis functions it measures near dependence inside the first group (without normalisation a small $a$ can also come from a function of small norm), and $d$ does the same for the second. `IsLeast (eigs A) a` has two halves. The first, `ha.1`, says that $a$ is an eigenvalue; it is used only for $a>0$, and it forces the group to contain at least one function. The second, `ha.2`, says that no eigenvalue lies below $a$, and yields step (3). Expanding $x=\sum_k c_ke_k$ in orthonormal eigenvectors $e_k$ of $A$ with eigenvalues $\lambda_k\ge a$,
$$x^HAx=\sum_k\lambda_k|c_k|^2\ge a\sum_k|c_k|^2=a\,x^Hx .$$
The lemma `form_eigen` is the identity $v^HMv=\mu\,v^Hv$ on an eigenvector. `rayleigh_lower` replaces the expansion by a shift: $M-a\mathbb 1$ is Hermitian (`hN`), each of its eigenvalues plus $a$ lies in `eigs M` (`hmem`) and is therefore at least $a$, so the shifted matrix is positive semidefinite (`hP`), and `form_nonneg` gives $x^HMx-a\,x^Hx\ge0$.

```lean
omit [DecidableEq n] in
/-- If `M v = μ v` with real `μ`, the quadratic form on `v` is `μ` times the squared length. -/
theorem form_eigen {M : Matrix n n ℂ} {v : n → ℂ} {μ : ℝ} (h : M *ᵥ v = (μ : ℂ) • v) :
    form M v = μ * sqNorm v := by
  unfold form sqNorm
  rw [h, dotProduct_smul, smul_eq_mul, Complex.re_ofReal_mul]

/-- Rayleigh bound: if all eigenvalues of a Hermitian `M` are at least `a`, then
`a xᴴ x ≤ xᴴ M x` for every `x`. -/
theorem rayleigh_lower {M : Matrix n n ℂ} (hM : M.IsHermitian) {a : ℝ}
    (ha : ∀ μ ∈ eigs M, a ≤ μ) (x : n → ℂ) : a * sqNorm x ≤ form M x := by
  have hN : (M - (a : ℂ) • (1 : Matrix n n ℂ)).IsHermitian := by
    simp [Matrix.IsHermitian, conjTranspose_sub, conjTranspose_smul, hM.eq]
  have hNv : ∀ v : n → ℂ,
      (M - (a : ℂ) • (1 : Matrix n n ℂ)) *ᵥ v = M *ᵥ v - (a : ℂ) • v := by
    intro v
    rw [sub_mulVec, smul_mulVec, one_mulVec]
  -- the shifted matrix has nonnegative spectrum
  have hP : (M - (a : ℂ) • (1 : Matrix n n ℂ)).PosSemidef := by
    refine hN.posSemidef_iff_eigenvalues_nonneg.mpr ?_
    intro j
    obtain ⟨v, hv, h⟩ : ∃ v : n → ℂ, v ≠ 0 ∧
        (M - (a : ℂ) • (1 : Matrix n n ℂ)) *ᵥ v = hN.eigenvalues j • v := by
      refine ⟨(hN.eigenvectorBasis j).ofLp, ?_, hN.mulVec_eigenvectorBasis j⟩
      intro h0
      apply hN.eigenvectorBasis.orthonormal.ne_zero j
      ext i
      exact congrFun h0 i
    rw [hNv] at h
    have hmem : hN.eigenvalues j + a ∈ eigs M := by
      refine ⟨v, hv, ?_⟩
      ext i
      have hi := congrFun h i
      simp only [Pi.sub_apply, Pi.smul_apply, smul_eq_mul, Complex.real_smul] at hi ⊢
      push_cast
      linear_combination hi
    have := ha _ hmem
    show (0 : ℝ) ≤ hN.eigenvalues j
    linarith
  have h := form_nonneg hP x
  unfold form at h
  rw [hNv, dotProduct_sub, dotProduct_smul, smul_eq_mul, Complex.sub_re,
    Complex.re_ofReal_mul] at h
  unfold form sqNorm
  linarith
```

If $a$ is some other eigenvalue the bound can fail: for $A=\operatorname{diag}(1,4)$, $D=4$, $B=0$, $g=0$ and $a=d=4$ it would be $4$, but $S$ has the eigenvalue $1$. If $a$ is merely a lower bound, positivity can be lost, as with $a=-1$ for $A=1$.

## The sign of the constant: `0 ≤ g`

`StrongCS` contains only $g^2$, whereas the bound contains $g$; the sign condition makes $g$ an upper bound on a cosine in absolute value. Step (1) is block multiplication,
$$z^HSz=x^HAx+x^HBy+y^HB^Hx+y^HDy,\qquad y^HB^Hx=\bar b ,$$
and needs no hypothesis. In `form_overlap` the conjugation of the cross term is `hc`.

```lean
omit [DecidableEq m] [DecidableEq n] in
/-- For `z = (x, y)`, `zᴴ S z = xᴴ A x + yᴴ D y + 2 Re (xᴴ B y)`. -/
theorem form_overlap (A : Matrix m m ℂ) (B : Matrix m n ℂ) (D : Matrix n n ℂ)
    (x : m → ℂ) (y : n → ℂ) :
    form (overlap A B D) (Sum.elim x y)
      = form A x + form D y + 2 * (star x ⬝ᵥ B *ᵥ y).re := by
  have hs : star (Sum.elim x y) = Sum.elim (star x) (star y) := by
    ext i; cases i <;> rfl
  have hdot : ∀ (p q : m → ℂ) (r t : n → ℂ),
      Sum.elim p r ⬝ᵥ Sum.elim q t = p ⬝ᵥ q + r ⬝ᵥ t := by
    intros; simp [dotProduct, Fintype.sum_sum_type]
  -- the two cross terms are complex conjugates
  have hc : star y ⬝ᵥ Bᴴ *ᵥ x = star (star x ⬝ᵥ B *ᵥ y) := by
    rw [Matrix.dotProduct_mulVec (star y), ← Matrix.star_mulVec]
    exact Matrix.star_dotProduct _ _
  unfold form overlap
  rw [fromBlocks_mulVec, hs, hdot]
  simp only [Sum.elim_comp_inl, Sum.elim_comp_inr, dotProduct_add, hc, Complex.add_re,
    Complex.star_def, Complex.conj_re]
  ring
```

For step (2), $\bigl(g(p+q)/2\bigr)^2-g^2pq=g^2(p-q)^2/4\ge0$, so $|b|^2\le\bigl(g(p+q)/2\bigr)^2$. Taking the root requires $g(p+q)\ge0$, which is where $g\ge0$ and $p,q\ge0$ enter. Then $|2\operatorname{Re}b|\le2|b|\le g(p+q)$, hence
$$(1-g)(p+q)\le z^HSz\le(1+g)(p+q).$$
In `form_bounds` the squared inequality is `h1`, the sign is `h0`, the root is `h2`, and `h3` passes to the real part. The eigenvalue theorem uses only the lower half; no upper eigenvalue bound is stated.

```lean
omit [DecidableEq m] [DecidableEq n] in
/-- Under the strengthened Cauchy-Schwarz inequality the form of `S` lies between `1 - g` and
`1 + g` times the block-diagonal form `xᴴ A x + yᴴ D y`. -/
theorem form_bounds {A : Matrix m m ℂ} {B : Matrix m n ℂ} {D : Matrix n n ℂ} {g : ℝ}
    (hA : A.PosSemidef) (hD : D.PosSemidef) (hg : 0 ≤ g) (h : StrongCS A B D g)
    (x : m → ℂ) (y : n → ℂ) :
    (1 - g) * (form A x + form D y) ≤ form (overlap A B D) (Sum.elim x y) ∧
      form (overlap A B D) (Sum.elim x y) ≤ (1 + g) * (form A x + form D y) := by
  have hp := form_nonneg hA x
  have hq := form_nonneg hD y
  -- arithmetic-geometric mean inequality
  have h1 : ‖star x ⬝ᵥ B *ᵥ y‖ ^ 2 ≤ (g * (form A x + form D y) / 2) ^ 2 := by
    nlinarith [h x y, sq_nonneg (g * (form A x - form D y))]
  have h0 : 0 ≤ g * (form A x + form D y) / 2 := by positivity
  have h2 := sq_le_sq.mp h1
  rw [abs_of_nonneg (norm_nonneg _), abs_of_nonneg h0] at h2
  have h3 := abs_le.mp ((Complex.abs_re_le_norm _).trans h2)
  rw [form_overlap]
  constructor <;> linarith [h3.1, h3.2]
```

For $A=D=1$, $B=\tfrac12$, $g=-\tfrac12$ the strengthened inequality holds, the bound would be $\tfrac32$, and $S$ has the eigenvalue $\tfrac12$.

For semidefinite blocks and $g\ge0$, `strongCS_iff` shows that the lower half, required for all $x,y$, is equivalent to `StrongCS`. Set $\beta=|b|^2$ and replace $y$ by $-s\bar b\,y$ with real $s$. Then $b$ becomes $-s\beta$ (`h2`) and $q$ becomes $s^2\beta q$ (`h1`), and $(1-g)(p+s^2\beta q)\le p+s^2\beta q-2s\beta$ rearranges to
$$0\le gq\beta\,s^2-2\beta\,s+gp\qquad\text{for all real }s ,$$
which is `hquad`. Its discriminant satisfies $4\beta^2-4g^2pq\beta\le0$ (`discrim_le_zero`). For $\beta>0$ division gives $\beta\le g^2pq$; for $\beta=0$ this follows from $p,q\ge0$.

```lean
omit [DecidableEq m] [DecidableEq n] in
/-- For positive semidefinite blocks and `g ≥ 0`, the strengthened Cauchy-Schwarz inequality
holds exactly when the form of `S` is at least `1 - g` times the block-diagonal form. -/
theorem strongCS_iff {A : Matrix m m ℂ} {B : Matrix m n ℂ} {D : Matrix n n ℂ} {g : ℝ}
    (hA : A.PosSemidef) (hD : D.PosSemidef) (hg : 0 ≤ g) :
    StrongCS A B D g ↔
      ∀ x y, (1 - g) * (form A x + form D y) ≤ form (overlap A B D) (Sum.elim x y) := by
  refine ⟨fun h x y => (form_bounds hA hD hg h x y).1, fun h x y => ?_⟩
  obtain ⟨b, hbd⟩ : ∃ b, star x ⬝ᵥ B *ᵥ y = b := ⟨_, rfl⟩
  obtain ⟨β, hβ⟩ : ∃ β : ℝ, ‖b‖ ^ 2 = β := ⟨_, rfl⟩
  have hb : star b * b = (β : ℂ) := by
    rw [← hβ, mul_comm, Complex.star_def, Complex.mul_conj, Complex.normSq_eq_norm_sq]
  -- scale `y` by `-s b̄`: a quadratic in `s` that is nowhere negative
  have hquad : ∀ s : ℝ,
      0 ≤ (g * form D y * β) * (s * s) + (-2 * β) * s + g * form A x := by
    intro s
    have hst : star (-(s : ℂ) * star b) = -(s : ℂ) * b := by simp [mul_comm]
    have h1 : form D ((-(s : ℂ) * star b) • y) = (s ^ 2 * β) * form D y := by
      unfold form
      rw [star_smul, mulVec_smul, smul_dotProduct, dotProduct_smul, smul_eq_mul, smul_eq_mul,
        hst, ← Complex.re_ofReal_mul]
      congr 1
      push_cast
      linear_combination ((s : ℂ) ^ 2 * (star y ⬝ᵥ D *ᵥ y)) * hb
    have h2 : star x ⬝ᵥ B *ᵥ ((-(s : ℂ) * star b) • y) = ((-(s * β) : ℝ) : ℂ) := by
      rw [mulVec_smul, dotProduct_smul, smul_eq_mul, hbd]
      push_cast
      linear_combination (-(s : ℂ)) * hb
    have h3 := h x ((-(s : ℂ) * star b) • y)
    rw [form_overlap, h1, h2, Complex.ofReal_re] at h3
    linarith
  have hdisc := discrim_le_zero hquad
  unfold discrim at hdisc
  rw [hbd, hβ]
  have hβ0 : 0 ≤ β := by rw [← hβ]; positivity
  rcases hβ0.eq_or_lt with h0 | h0
  · rw [← h0]
    exact mul_nonneg (sq_nonneg g) (mul_nonneg (form_nonneg hA x) (form_nonneg hD y))
  · apply le_of_mul_le_mul_right _ h0
    linarith
```

## The spans share no direction: `g < 1`

With $g<1$ a function $u=w$ common to both spans would satisfy $\|u\|^2\le g\|u\|^2$ and so vanish. The derivation uses $1-g>0$ for the positivity of the bound, and $1-g\ge0$ in steps (3) and (4), where inequalities are multiplied by $1-g$. In Lean this is `hg`, used in `mul_pos` and in `hm`.

`eigenvalue_lower_bound` states both claims under the seven hypotheses, the second for every $\mu$ in `eigs (overlap A B D)` and thus for the smallest. Its first branch applies `form_eigen` to the eigenvectors from `ha.1` and `hd.1`. The second splits the eigenvector as `Sum.elim x y`, takes the Rayleigh bounds `r1`, `r2`, lowers $a$ and $d$ to their minimum in `m1`, `m2`, and adds these with `hsplit` to obtain `hsum`. Steps (1) and (2) arrive as `hb`, and the last lines cancel $z^Hz$.

```lean
/-- Let `A`, `D` be positive definite with smallest eigenvalues `a`, `d` and let the strengthened
Cauchy-Schwarz inequality hold with `0 ≤ g < 1`. Then `(1 - g) min(a, d)` is positive and every
eigenvalue of `S` is at least `(1 - g) min(a, d)`. -/
theorem eigenvalue_lower_bound {A : Matrix m m ℂ} {B : Matrix m n ℂ} {D : Matrix n n ℂ}
    {a d g : ℝ} (hA : A.PosDef) (hD : D.PosDef) (ha : IsLeast (eigs A) a)
    (hd : IsLeast (eigs D) d) (hg0 : 0 ≤ g) (hg1 : g < 1) (h : StrongCS A B D g) :
    0 < (1 - g) * min a d ∧ ∀ μ ∈ eigs (overlap A B D), (1 - g) * min a d ≤ μ := by
  have hg : 0 < 1 - g := sub_pos.mpr hg1
  constructor
  · obtain ⟨v, hv, e1⟩ := ha.1
    obtain ⟨w, hw, e2⟩ := hd.1
    have p1 : 0 < form A v := (Complex.lt_def.mp (hA.dotProduct_mulVec_pos hv)).1
    have p2 : 0 < form D w := (Complex.lt_def.mp (hD.dotProduct_mulVec_pos hw)).1
    rw [form_eigen e1] at p1
    rw [form_eigen e2] at p2
    exact mul_pos hg (lt_min ((mul_pos_iff_of_pos_right (sqNorm_pos hv)).mp p1)
      ((mul_pos_iff_of_pos_right (sqNorm_pos hw)).mp p2))
  · rintro μ ⟨z, hz, e⟩
    obtain ⟨x, y, rfl⟩ : ∃ x y, z = Sum.elim x y :=
      ⟨z ∘ Sum.inl, z ∘ Sum.inr, by ext i; cases i <;> rfl⟩
    have hsplit : sqNorm (Sum.elim x y) = sqNorm x + sqNorm y := by
      simp [sqNorm, dotProduct, Fintype.sum_sum_type]
    have hx : 0 ≤ sqNorm x := by
      have := form_nonneg PosSemidef.one x
      unfold form at this
      rwa [one_mulVec] at this
    have hy : 0 ≤ sqNorm y := by
      have := form_nonneg PosSemidef.one y
      unfold form at this
      rwa [one_mulVec] at this
    -- Rayleigh bounds in each block
    have r1 := rayleigh_lower hA.isHermitian (fun μ hμ => ha.2 hμ) x
    have r2 := rayleigh_lower hD.isHermitian (fun μ hμ => hd.2 hμ) y
    have m1 := mul_le_mul_of_nonneg_right (min_le_left a d) hx
    have m2 := mul_le_mul_of_nonneg_right (min_le_right a d) hy
    have hsum : min a d * sqNorm (Sum.elim x y) ≤ form A x + form D y := by
      rw [hsplit]; linarith
    have hb := (form_bounds hA.posSemidef hD.posSemidef hg0 h x y).1
    rw [form_eigen e] at hb
    have hm := mul_le_mul_of_nonneg_left hsum hg.le
    apply le_of_mul_le_mul_right _ (sqNorm_pos hz)
    linarith
```

At $g=1$ the blocks $A=B=D=1$ meet all other conditions, the bound is $0$, and $S$ is singular. For $g>1$ the inequality can fail: $A=1$, $D=4$, $B=4$, $g=2$ satisfy `StrongCS`, and the characteristic polynomial $\mu^2-5\mu-12$ equals $-6$ at $\mu=-1$, so an eigenvalue lies below $(1-g)\min(a,d)=-1$. This $S$ is not the overlap matrix of any functions, since $|B|^2=16>AD=4$ violates the ordinary Cauchy–Schwarz inequality; a Gram matrix has nonnegative eigenvalues, so for it $g>1$ only makes the bound negative and uninformative.

## Two normalised functions attain the bound

`sharp_witness` treats the smallest size, one function per group, indexed by `Fin 1`. For $A=D=1$, $B=g$ and any $0\le g<1$ it proves positive definiteness, $a=d=1$, the strengthened inequality, and that the smallest eigenvalue of $S$ is exactly $1-g$. The inequality holds with equality, $|\bar x_0\,g\,y_0|^2=g^2|x_0|^2|y_0|^2$. The code uses the eigenvector $(1,-1)$, which is $(1,-1)/\sqrt2$ at unit Euclidean length, and checks $S(1,-1)=(1-g)(1,-1)$; the main theorem excludes lower eigenvalues. Equality is established for this family of blocks, not for general $A$, $B$, $D$.

```lean
/-- For `0 ≤ g < 1` the `1 × 1` blocks `A = D = 1`, `B = g` meet the hypotheses with `a = d = 1`,
and the smallest eigenvalue of `S` is exactly `1 - g`. -/
theorem sharp_witness {g : ℝ} (hg0 : 0 ≤ g) (hg1 : g < 1) :
    (1 : Matrix (Fin 1) (Fin 1) ℂ).PosDef ∧
      IsLeast (eigs (1 : Matrix (Fin 1) (Fin 1) ℂ)) 1 ∧
      StrongCS (1 : Matrix (Fin 1) (Fin 1) ℂ)
        ((g : ℂ) • (1 : Matrix (Fin 1) (Fin 1) ℂ)) 1 g ∧
      IsLeast (eigs (overlap (1 : Matrix (Fin 1) (Fin 1) ℂ)
        ((g : ℂ) • (1 : Matrix (Fin 1) (Fin 1) ℂ)) 1)) (1 - g) := by
  have h1 : IsLeast (eigs (1 : Matrix (Fin 1) (Fin 1) ℂ)) 1 := by
    refine ⟨⟨fun _ => 1, fun h => by simpa using congrFun h 0, by simp⟩, ?_⟩
    rintro μ ⟨v, hv, h⟩
    have e := form_eigen h
    have e' : form 1 v = sqNorm v := by
      unfold form sqNorm
      rw [one_mulVec]
    apply le_of_mul_le_mul_right _ (sqNorm_pos hv)
    linarith
  have h2 : StrongCS (1 : Matrix (Fin 1) (Fin 1) ℂ)
      ((g : ℂ) • (1 : Matrix (Fin 1) (Fin 1) ℂ)) 1 g := by
    intro x y
    have e : ∀ x : Fin 1 → ℂ, form 1 x = ‖x 0‖ ^ 2 := by
      intro x
      unfold form
      rw [one_mulVec, Complex.sq_norm]
      simp [dotProduct, Complex.normSq_apply]
    have e2 : star x ⬝ᵥ ((g : ℂ) • (1 : Matrix (Fin 1) (Fin 1) ℂ)) *ᵥ y
        = star (x 0) * ((g : ℂ) * y 0) := by
      simp [dotProduct, mulVec]
    rw [e, e, e2, norm_mul, norm_mul, norm_star, Complex.norm_real, Real.norm_eq_abs,
      abs_of_nonneg hg0]
    apply le_of_eq
    ring
  refine ⟨PosDef.one, h1, h2, ?_, ?_⟩
  · -- the antisymmetric combination
    refine ⟨Sum.elim (fun _ => 1) (fun _ => -1),
      fun h => by simpa using congrFun h (Sum.inl 0), ?_⟩
    ext i
    rcases i with i | i <;> obtain rfl : i = 0 := Subsingleton.elim _ _ <;>
      simp [overlap, mulVec, dotProduct, Fintype.sum_sum_type] <;> ring
  · intro μ hμ
    have := (eigenvalue_lower_bound PosDef.one PosDef.one h1 h1 hg0 hg1 h2).2 μ hμ
    rwa [min_self, mul_one] at this

end

end BlockOverlapBound
```

```lean
#print axioms BlockOverlapBound.strongCS_iff
-- 'BlockOverlapBound.strongCS_iff' depends on axioms: [propext, Classical.choice, Quot.sound]
#print axioms BlockOverlapBound.eigenvalue_lower_bound
-- 'BlockOverlapBound.eigenvalue_lower_bound' depends on axioms: [propext, Classical.choice, Quot.sound]
```
